# For two electrons in two levels, the TAO entropy term rises towards zero as the gap grows

Put two electrons into two levels of equal energy, each with room for both spins. At a given nonzero temperature, Fermi-Dirac occupations depend only on the orbital energy, so the four spin orbitals share the two electrons equally and each is half occupied. Now split the levels at the same temperature: the lower one gradually fills, the upper one empties, and the occupations become less mixed.

This is a minimal picture of H₂ in thermally-assisted-occupation (TAO) density functional theory. The splitting $D$ between bonding and antibonding levels is small for a stretched bond. In this non-interacting model, with $D$ a free parameter and the fictitious temperature held fixed, the entropy term is strongest at degeneracy and fades for a large gap. Self-consistency and the rest of the energy are left out.

## Levels, occupations and entropy

The levels lie at $\varepsilon$ and $\varepsilon+D$. The fictitious temperature $\theta>0$, in energy units, sets how far occupations spread across the gap. At chemical potential $\mu$, a spin orbital of energy `e` has the postulated Fermi-Dirac occupation `fermi`:

In Lean 4 with Mathlib:

```lean
import Mathlib

open Filter Topology

namespace TAOHydrogen

noncomputable section

/-- Fermi-Dirac occupation of a spin orbital of energy `e` at chemical potential `μ` and
fictitious temperature `θ ≠ 0` (in energy units). -/
def fermi (θ μ e : ℝ) : ℝ := 1 / (1 + Real.exp ((e - μ) / θ))
```

The electron number $N$ counts each level twice, for spin:

```lean
/-- Number of electrons in two doubly spin-degenerate levels at `ε` and `ε + D`, for `θ ≠ 0`. -/
def electronNumber (θ μ ε D : ℝ) : ℝ := 2 * fermi θ μ ε + 2 * fermi θ μ (ε + D)
```

A spin orbital with occupation $f$ contributes $m(f)=f\ln f+(1-f)\ln(1-f)$, called `mixing`. The entropy term $E_S$ is $\theta$ times the sum over all four spin orbitals.

```lean
/-- The contribution `f ln f + (1 - f) ln (1 - f)` of one spin orbital with occupation `f`,
for `0 < f < 1`. -/
def mixing (f : ℝ) : ℝ := f * Real.log f + (1 - f) * Real.log (1 - f)

/-- The TAO entropy term: `θ` times the mixing contributions of all four spin orbitals,
for `θ ≠ 0`. -/
def entropyTerm (θ μ ε D : ℝ) : ℝ :=
  θ * (2 * mixing (fermi θ μ ε) + 2 * mixing (fermi θ μ (ε + D)))
```

One function of the splitting, written $g(D)$ below, also gets a name:

```lean
/-- The function `1 / (1 + exp (-D / 2θ))` of the level splitting `D`, for `θ ≠ 0`. -/
def lowerOccupation (θ D : ℝ) : ℝ := 1 / (1 + Real.exp (-(D / (2 * θ))))
```

## (a) The chemical potential

Show that holding two electrons fixes $\mu$:
$$N=2\iff \mu=\varepsilon+\tfrac D2 .$$

Write $a=e^{(\varepsilon-\mu)/\theta}$ and $b=e^{(\varepsilon+D-\mu)/\theta}$. Then $\frac{2}{1+a}+\frac{2}{1+b}=2$ means $2+a+b=(1+a)(1+b)$, that is, $ab=1$. Since $ab=e^{(2\varepsilon+D-2\mu)/\theta}$, the exponent must vanish. Every step reverses.

In the proof, `alg` clears the denominators and `Real.exp_eq_one_iff` sets the exponent to zero. A code with many levels solves the same number condition for $\mu$ numerically, for instance by bisection.

```lean
/-- At `θ > 0` the two levels hold two electrons exactly when the chemical potential lies
at midgap. -/
theorem electronNumber_eq_two_iff {θ μ ε D : ℝ} (hθ : 0 < θ) :
    electronNumber θ μ ε D = 2 ↔ μ = ε + D / 2 := by
  -- the number condition says that the two Boltzmann factors multiply to one
  have alg : ∀ a b : ℝ, 0 < a → 0 < b →
      (2 * (1 / (1 + a)) + 2 * (1 / (1 + b)) = 2 ↔ a * b = 1) := by
    intro a b ha hb
    have h1 : 1 + a ≠ 0 := by positivity
    have h2 : 1 + b ≠ 0 := by positivity
    constructor
    · intro h
      field_simp at h
      linarith
    · intro h
      field_simp
      linarith
  unfold electronNumber fermi
  rw [alg _ _ (Real.exp_pos _) (Real.exp_pos _), ← Real.exp_add, Real.exp_eq_one_iff,
    ← add_div, div_eq_zero_iff]
  constructor
  · rintro (h | h)
    · linarith
    · exact absurd h hθ.ne'
  · intro h
    left
    linarith
```

## (b) One entropy for both levels

Let $f$ be the occupation of each spin orbital at $\varepsilon$, and $s(f)=-f\ln f-(1-f)\ln(1-f)$ the binary entropy. Show that, for two electrons,
$$E_S=-4\theta\,s(f).$$

The number condition makes the other occupation $1-f$. Since $m(1-f)=m(f)=-s(f)$, the sum is $\theta(2m+2m)=-4\theta s(f)$. The proof substitutes $1-f$ in the same way and unfolds Mathlib's `Real.binEntropy`.

```lean
/-- With two electrons in the two levels, the entropy term is `-4θ s(f)`, where `s` is the binary
entropy and `f` the occupation of each spin orbital at `ε`. -/
theorem entropyTerm_eq_binEntropy {θ μ ε D : ℝ} (hN : electronNumber θ μ ε D = 2) :
    entropyTerm θ μ ε D = -4 * θ * Real.binEntropy (fermi θ μ ε) := by
  -- the two occupations add up to one
  have h : fermi θ μ (ε + D) = 1 - fermi θ μ ε := by
    unfold electronNumber at hN
    linarith
  unfold entropyTerm
  rw [h]
  unfold mixing Real.binEntropy
  rw [Real.log_inv, Real.log_inv, sub_sub_cancel]
  ring
```

## (c) The occupation as a function of the splitting

Eliminate $\mu$ to obtain
$$f=g(D)=\frac{1}{1+e^{-D/2\theta}} .$$

By (a), $\varepsilon-\mu=-D/2$; insert this in the Fermi function. The proof is the same substitution.

```lean
/-- With two electrons and `θ > 0`, each spin orbital at `ε` has occupation
`1 / (1 + exp (-D / 2θ))`. -/
theorem fermi_eq_lowerOccupation {θ μ ε D : ℝ} (hθ : 0 < θ)
    (hN : electronNumber θ μ ε D = 2) : fermi θ μ ε = lowerOccupation θ D := by
  rw [(electronNumber_eq_two_iff hθ).1 hN]
  unfold fermi lowerOccupation
  rw [show ε - (ε + D / 2) = -(D / 2) by ring, neg_div, div_div]
```

## (d) Half occupation

Show that
$$g(D)=\tfrac12\iff D=0 .$$

The left side says $1+e^{-D/2\theta}=2$, so the exponential is one and its exponent zero. The converse is direct.

```lean
/-- For `θ > 0`, the occupation `1 / (1 + exp (-D / 2θ))` is one half exactly when the
splitting `D` vanishes. -/
theorem lowerOccupation_eq_half_iff {θ D : ℝ} (hθ : 0 < θ) :
    lowerOccupation θ D = 2⁻¹ ↔ D = 0 := by
  unfold lowerOccupation
  rw [one_div, inv_inj]
  constructor
  · intro h
    have h1 : Real.exp (-(D / (2 * θ))) = 1 := by linarith
    rw [Real.exp_eq_one_iff, neg_eq_zero, div_eq_zero_iff] at h1
    rcases h1 with h1 | h1
    · exact h1
    · linarith
  · rintro rfl
    norm_num
```

## (e) Lower bound and large-gap limit

Let $\mu(D)$ be any function that keeps two electrons for every $D\ge0$; by (a), the midgap value does so. Show that
$$E_S\ge-4\theta\ln2,\quad\text{with equality iff } D=0,\qquad E_S\to0\ \text{ as } D\to\infty .$$

The derivative $s'(f)=\ln\frac{1-f}{f}$ is positive below $f=\frac12$ and negative above, so $s$ has its only maximum there, $s(\frac12)=\ln2$. Multiplying by $-4\theta<0$ gives the bound, and (d) settles equality. For large $D$, $e^{-D/2\theta}\to0$, so $g(D)\to1$ and, by continuity, $s\to s(1)=0$.

In the proof, `key` joins (b) and (c); Mathlib supplies the maximum and the continuity of $s$.

```lean
/-- TAO model of H2: at `θ > 0`, let `μ D` keep two electrons in the levels `ε` and `ε + D` for
each `D ≥ 0`. Then `μ D` is at midgap, the entropy term is at least `-4θ ln 2` with equality
exactly at `D = 0`, and it tends to zero as `D` grows. -/
theorem tao_entropy_of_two_electrons {θ ε : ℝ} (hθ : 0 < θ) (μ : ℝ → ℝ)
    (hN : ∀ D, 0 ≤ D → electronNumber θ (μ D) ε D = 2) :
    (∀ D, 0 ≤ D → μ D = ε + D / 2 ∧
      -4 * θ * Real.log 2 ≤ entropyTerm θ (μ D) ε D ∧
      (entropyTerm θ (μ D) ε D = -4 * θ * Real.log 2 ↔ D = 0)) ∧
    Tendsto (fun D => entropyTerm θ (μ D) ε D) atTop (𝓝 0) := by
  have key : ∀ D, 0 ≤ D → entropyTerm θ (μ D) ε D
      = -4 * θ * Real.binEntropy (lowerOccupation θ D) := fun D hD => by
    rw [entropyTerm_eq_binEntropy (hN D hD), fermi_eq_lowerOccupation hθ (hN D hD)]
  refine ⟨fun D hD => ⟨(electronNumber_eq_two_iff hθ).1 (hN D hD), ?_, ?_⟩, ?_⟩
  · -- the binary entropy never exceeds ln 2
    rw [key D hD]
    have h := mul_le_mul_of_nonneg_left
      (Real.binEntropy_le_log_two (p := lowerOccupation θ D)) hθ.le
    linarith
  · -- and reaches it only at half occupation
    rw [key D hD, ← lowerOccupation_eq_half_iff hθ, ← Real.binEntropy_eq_log_two]
    have h4 : -4 * θ ≠ 0 := by
      intro h
      linarith
    exact ⟨fun h => mul_left_cancel₀ h4 h, fun h => by rw [h]⟩
  · -- for a large gap the lower level fills up and its entropy vanishes
    have hq : Tendsto (fun D : ℝ => Real.exp (-(D / (2 * θ)))) atTop (𝓝 0) :=
      Real.tendsto_exp_neg_atTop_nhds_zero.comp
        (tendsto_id.atTop_div_const (by positivity))
    have hf : Tendsto (fun D : ℝ => lowerOccupation θ D) atTop (𝓝 1) := by
      have h : Tendsto (fun D : ℝ => 1 / (1 + Real.exp (-(D / (2 * θ))))) atTop
          (𝓝 (1 / (1 + 0))) :=
        tendsto_const_nhds.div (tendsto_const_nhds.add hq) (by norm_num)
      simpa [lowerOccupation] using h
    have hs := ((Real.binEntropy_continuous.tendsto 1).comp hf).const_mul (-4 * θ)
    rw [Real.binEntropy_one, mul_zero] at hs
    refine hs.congr' ?_
    filter_upwards [eventually_ge_atTop (0 : ℝ)] with D hD
    exact (key D hD).symm
```

## (f) Monotonicity

For $0\le D_1<D_2$, with two electrons at each splitting, show that
$$E_S(D_1)<E_S(D_2).$$

As $D$ grows, $e^{-D/2\theta}$ falls and $g$ rises, staying in $[\frac12,1)$. There $s$ decreases strictly, so $-4\theta s$ increases. In the proof, `mem` places $g$ in the closed interval $[\frac12,1]$, which is enough here, and `hlt` gives the rise of $g$.

```lean
/-- At fixed `θ > 0` and with two electrons at both splittings, the entropy term is strictly
larger at the larger of two nonnegative splittings. -/
theorem entropyTerm_strictMono {θ ε μ₁ μ₂ D₁ D₂ : ℝ} (hθ : 0 < θ) (h0 : 0 ≤ D₁)
    (hD : D₁ < D₂) (h₁ : electronNumber θ μ₁ ε D₁ = 2) (h₂ : electronNumber θ μ₂ ε D₂ = 2) :
    entropyTerm θ μ₁ ε D₁ < entropyTerm θ μ₂ ε D₂ := by
  have mem : ∀ D, 0 ≤ D → lowerOccupation θ D ∈ Set.Icc (2⁻¹ : ℝ) 1 := by
    intro D hD
    have hp := Real.exp_pos (-(D / (2 * θ)))
    have hx : 0 ≤ D / (2 * θ) := by positivity
    have hq : Real.exp (-(D / (2 * θ))) ≤ 1 := Real.exp_le_one_iff.2 (by linarith)
    unfold lowerOccupation
    constructor
    · rw [le_div_iff₀ (by linarith)]
      linarith
    · rw [div_le_iff₀ (by linarith)]
      linarith
  have hlt : lowerOccupation θ D₁ < lowerOccupation θ D₂ := by
    have hx : D₁ / (2 * θ) < D₂ / (2 * θ) := by gcongr
    have he : Real.exp (-(D₂ / (2 * θ))) < Real.exp (-(D₁ / (2 * θ))) :=
      Real.exp_lt_exp.2 (by linarith)
    have hp := Real.exp_pos (-(D₂ / (2 * θ)))
    exact one_div_lt_one_div_of_lt (by linarith) (by linarith)
  -- beyond half filling the binary entropy decreases strictly
  have hs := Real.binEntropy_strictAntiOn (mem D₁ h0) (mem D₂ (h0.trans hD.le)) hlt
  rw [entropyTerm_eq_binEntropy h₁, entropyTerm_eq_binEntropy h₂,
    fermi_eq_lowerOccupation hθ h₁, fermi_eq_lowerOccupation hθ h₂]
  have h := mul_lt_mul_of_pos_left hs hθ
  linarith
```

## (g) Exponential decay

For two electrons and $D\ge0$, show that
$$E_S\ge-4\theta\left(1+\tfrac{D}{2\theta}\right)e^{-D/2\theta}.$$

Set $x=D/2\theta$ and $q=e^{-x}$. Then $f=\frac1{1+q}$ and $1-f=\frac q{1+q}$, so $-\ln f=\ln(1+q)$ and $-\ln(1-f)=\ln(1+q)+x$. Hence
$$s=\ln(1+q)+\frac{xq}{1+q}\le q+xq .$$
Multiply by $-4\theta$. The closed form is `hs`; `hl` and `hd` bound its two terms.

In floating point, $f$ rounds to 1 at large $x$, and $(1-f)\ln(1-f)$ may return NaN. The closed form, evaluated with `log1p`, avoids this.

```lean
/-- With two electrons, `θ > 0` and `D ≥ 0`, the entropy term is at least
`-4θ (1 + D / 2θ) exp (-D / 2θ)`. -/
theorem entropyTerm_exponential_bound {θ μ ε D : ℝ} (hθ : 0 < θ) (hD : 0 ≤ D)
    (hN : electronNumber θ μ ε D = 2) :
    -4 * θ * ((1 + D / (2 * θ)) * Real.exp (-(D / (2 * θ)))) ≤ entropyTerm θ μ ε D := by
  rw [entropyTerm_eq_binEntropy hN, fermi_eq_lowerOccupation hθ hN]
  unfold lowerOccupation
  have hx : 0 ≤ D / (2 * θ) := by positivity
  generalize D / (2 * θ) = x at hx ⊢
  have hq := Real.exp_pos (-x)
  have h : 1 + Real.exp (-x) ≠ 0 := by positivity
  have h1 : 1 - 1 / (1 + Real.exp (-x)) = Real.exp (-x) / (1 + Real.exp (-x)) := by
    rw [eq_div_iff h, sub_mul, div_mul_cancel₀ _ h]
    ring
  have h2 : 1 / (1 + Real.exp (-x)) + Real.exp (-x) / (1 + Real.exp (-x)) = 1 := by
    rw [← add_div, div_self h]
  -- closed form of the binary entropy at a Fermi occupation
  have hs : Real.binEntropy (1 / (1 + Real.exp (-x)))
      = Real.log (1 + Real.exp (-x)) + x * Real.exp (-x) / (1 + Real.exp (-x)) := by
    unfold Real.binEntropy
    rw [h1, Real.log_inv, Real.log_inv, Real.log_div one_ne_zero h,
      Real.log_div hq.ne' h, Real.log_one, Real.log_exp]
    linear_combination Real.log (1 + Real.exp (-x)) * h2
  have hl := Real.log_le_sub_one_of_pos (show 0 < 1 + Real.exp (-x) by positivity)
  have hd : x * Real.exp (-x) / (1 + Real.exp (-x)) ≤ x * Real.exp (-x) :=
    div_le_self (by positivity) (by linarith)
  have hb : Real.binEntropy (1 / (1 + Real.exp (-x))) ≤ (1 + x) * Real.exp (-x) := by
    rw [hs]
    linarith
  have hm := mul_le_mul_of_nonneg_left hb hθ.le
  linarith

end

end TAOHydrogen
```

```lean
#print axioms TAOHydrogen.tao_entropy_of_two_electrons
#print axioms TAOHydrogen.entropyTerm_strictMono
#print axioms TAOHydrogen.entropyTerm_exponential_bound
```

```
'TAOHydrogen.tao_entropy_of_two_electrons' depends on axioms: [propext, Classical.choice, Quot.sound]
'TAOHydrogen.entropyTerm_strictMono' depends on axioms: [propext, Classical.choice, Quot.sound]
'TAOHydrogen.entropyTerm_exponential_bound' depends on axioms: [propext, Classical.choice, Quot.sound]
```
